# A filled band with hoppings shorter than the k-mesh has exactly zero mesh current

A simple tight-binding estimate of a current sums the band velocity over a uniform k-mesh, weighted by the occupations. For a filled band all the weights are equal, and the sum should vanish. For a single non-interacting band on a one-dimensional chain, the problems below show that it vanishes exactly on a mesh of $N$ points, with no discretisation error, provided that every hopping has range below $N$. If these conditions hold and a program still returns a nonzero value, the cause is rounding or a mistake in the code, and refining the mesh is not the remedy. With several coupled bands, the energy of one band generally contains harmonics of unlimited range, and the result does not apply to it.

```lean
import Mathlib

open Complex (I)
open scoped Real

namespace FilledBandCurrent

noncomputable section
```

## The chain, the mesh and the current

Take a chain with lattice constant one. Let $h_r$ be the hopping amplitude over $r$ cells, where $r$ is an integer and only finitely many $h_r$ are nonzero. The band energy is

$$E(k)=\sum_r h_r\,e^{ikr}.$$

In Lean the hoppings are a finitely supported function `h : ℤ →₀ ℂ`, and `h.sum` runs over the ranges where `h` is nonzero. The physical condition $h_{-r}=\overline{h_r}$, which makes $E$ real, is not assumed, so the results hold for complex-valued $E$ as well.

```lean
/-- The band energy `E(k) = ∑ r, h r * exp (i k r)` of a chain with finitely many
hopping amplitudes `h r`. -/
def band (h : ℤ →₀ ℂ) (k : ℝ) : ℂ :=
  h.sum fun r a => a * Complex.exp (I * k * r)
```

The mesh has $N$ points with a common offset $k_0$:

$$k_j=k_0+\frac{2\pi j}{N},\qquad j=0,\dots,N-1.$$

With $k_0=0$ these are the wave numbers allowed by Born–von Karman conditions on a ring of $N$ cells.

```lean
/-- The `j`-th point `k₀ + 2 π j / N` of the uniform mesh with offset `k₀`. -/
def meshPoint (N : ℕ) (k₀ : ℝ) (j : ℕ) : ℝ := k₀ + 2 * π * j / N
```

The current of the filled band is $J=\sum_{j=0}^{N-1}E'(k_j)$, in units where charge and $\hbar$ are one. It is a plain sum, not divided by $N$ or by the length of the chain. The derivative is that of the function $E$ itself, not a finite difference between mesh points.

```lean
/-- The current of the filled band: the derivative `E'(k)` summed over the `N` mesh points,
in units where charge and `ħ` are one. -/
def meshCurrent (h : ℤ →₀ ℂ) (N : ℕ) (k₀ : ℝ) : ℂ :=
  ∑ j ∈ Finset.range N, deriv (band h) (meshPoint N k₀ j)
```

## (a) The phase sum over the mesh

**Task.** Evaluate $\sum_{j=0}^{N-1}e^{ik_jr}$ for an integer $r$.

**Solution.** Put $z=e^{2\pi i r/N}$. Then $e^{ik_jr}=e^{ik_0r}z^j$, so the sum is $e^{ik_0r}\sum_j z^j$.

If $r=Nm$ for an integer $m$, then $z=e^{2\pi i m}=1$ and the sum is $N e^{ik_0r}$.

If $N$ does not divide $r$, then $z\neq1$, because $z=1$ would require $r/N$ to be an integer. On the other hand $z^N=e^{2\pi i r}=1$, so

$$(z-1)\sum_{j=0}^{N-1}z^j=z^N-1=0,$$

and the sum vanishes.

The Lean statement writes the two cases as an `if` on `(N : ℤ) ∣ r`. The proof first disposes of $N=0$, where the sum is empty. Then `hterm` supplies the geometric progression, `Complex.exp_eq_one_iff` decides when $z=1$, and `geom_sum_mul` is the last identity above.

```lean
/-- The phases `exp (i k r)` summed over the mesh give `N exp (i k₀ r)` if `N` divides `r`,
and zero otherwise. -/
theorem phase_sum (N : ℕ) (k₀ : ℝ) (r : ℤ) :
    ∑ j ∈ Finset.range N, Complex.exp (I * (meshPoint N k₀ j : ℝ) * r) =
      if (N : ℤ) ∣ r then N * Complex.exp (I * k₀ * r) else 0 := by
  rcases Nat.eq_zero_or_pos N with rfl | hN
  · simp
  have hN' : (N : ℂ) ≠ 0 := by exact_mod_cast hN.ne'
  obtain ⟨z, hz⟩ : ∃ z : ℂ, z = Complex.exp (2 * π * I * r / N) := ⟨_, rfl⟩
  -- the phases form a geometric progression with ratio `z`
  have hterm : ∀ j : ℕ, Complex.exp (I * (meshPoint N k₀ j : ℝ) * r) =
      Complex.exp (I * k₀ * r) * z ^ j := by
    intro j
    rw [hz, ← Complex.exp_nat_mul, ← Complex.exp_add]
    congr 1
    unfold meshPoint
    push_cast
    ring
  simp only [hterm]
  rw [← Finset.mul_sum]
  split_ifs with hd
  · obtain ⟨m, hm⟩ := hd
    have hz1 : z = 1 := by
      rw [hz, Complex.exp_eq_one_iff]
      refine ⟨m, ?_⟩
      rw [div_eq_iff hN', hm]
      push_cast
      ring
    rw [hz1]
    simp only [one_pow, Finset.sum_const, Finset.card_range, nsmul_eq_mul, mul_one]
    ring
  · have hz1 : z ≠ 1 := by
      intro h1
      rw [hz, Complex.exp_eq_one_iff] at h1
      obtain ⟨n, hn⟩ := h1
      rw [div_eq_iff hN'] at hn
      have hr : (r : ℂ) = N * n := by
        apply mul_left_cancel₀ Complex.two_pi_I_ne_zero
        linear_combination hn
      exact hd ⟨n, by exact_mod_cast hr⟩
    have hzN : z ^ N = 1 := by
      rw [hz, ← Complex.exp_nat_mul, Complex.exp_eq_one_iff]
      exact ⟨r, by field_simp⟩
    -- a full turn of a nontrivial root of unity sums to zero
    have hg := geom_sum_mul z N
    rw [hzN, sub_self] at hg
    rw [(mul_eq_zero.mp hg).resolve_right (sub_ne_zero.mpr hz1), mul_zero]
```

## (b) The derivative of the band

**Task.** Differentiate $E(k)$.

**Solution.** Each term gives $\frac{d}{dk}\,h_re^{ikr}=h_r\,ir\,e^{ikr}$. The sum is finite, so it can be differentiated term by term:

$$E'(k)=\sum_r h_r\,ir\,e^{ikr}.$$

`HasDerivAt` says that $E$ is differentiable at the real point $k$ and has this derivative there. In the proof, `hterm` applies the chain rule to one hopping, and `HasDerivAt.fun_sum` adds the terms.

```lean
/-- The derivative of the band energy is obtained by multiplying each hopping term by `i r`. -/
theorem hasDerivAt_band (h : ℤ →₀ ℂ) (k : ℝ) :
    HasDerivAt (band h) (h.sum fun r a => a * (I * r * Complex.exp (I * k * r))) k := by
  have hterm : ∀ r ∈ h.support, HasDerivAt (fun x : ℝ => h r * Complex.exp (I * x * r))
      (h r * (I * r * Complex.exp (I * k * r))) k := by
    intro r _
    have h1 : HasDerivAt (fun x : ℝ => I * (x : ℂ) * r) (I * r) k := by
      simpa using ((hasDerivAt_id k).ofReal_comp.const_mul I).mul_const (r : ℂ)
    exact (h1.cexp.const_mul (h r)).congr_deriv (by ring)
  exact HasDerivAt.fun_sum hterm
```

## (c) Which hoppings reach the mesh current

**Task.** Express $J$ through the hoppings, with no restriction on their range.

**Solution.** Insert (b), exchange the two finite sums and use (a):

$$J=\sum_r h_r\,ir\sum_{j=0}^{N-1}e^{ik_jr}
=N\sum_{r:\,N\mid r}h_r\,ir\,e^{ik_0r}.$$

This is aliasing: on the mesh, a phase whose range is a multiple of $N$ takes the same value at every point, so its contributions add up instead of cancelling.

The Lean formula keeps the sum over all hoppings and puts the divisibility test inside it. `Finset.sum_comm` exchanges the sums, and `phase_sum` is part (a).

```lean
/-- Aliasing formula: only hoppings whose range is a multiple of `N` contribute to the
current summed over the mesh. -/
theorem meshCurrent_eq (h : ℤ →₀ ℂ) (N : ℕ) (k₀ : ℝ) :
    meshCurrent h N k₀ = N * h.sum fun r a =>
      a * (if (N : ℤ) ∣ r then I * r * Complex.exp (I * k₀ * r) else 0) := by
  have hd : ∀ k : ℝ, deriv (band h) k =
      h.sum fun r a => a * (I * r * Complex.exp (I * k * r)) :=
    fun k => (hasDerivAt_band h k).deriv
  simp only [meshCurrent, hd, Finsupp.sum]
  -- sum over the mesh first, for each hopping range separately
  rw [Finset.sum_comm, Finset.mul_sum]
  refine Finset.sum_congr rfl fun r _ => ?_
  rw [← Finset.mul_sum, ← Finset.mul_sum, phase_sum]
  split_ifs <;> ring
```

## (d) Zero current for hoppings of range below $N$

**Task.** Suppose that $h_r=0$ unless $|r|<N$. Show that $J=0$ for every offset $k_0$.

**Solution.** By (c), only multiples of $N$ contribute. A nonzero multiple of $N$ has $|r|\ge N$, and there $h_r=0$. What remains is $r=0$, and its term carries the factor $ir=0$. Hence $J=0$.

The hypothesis `hrange` states the range condition as: if `h r ≠ 0`, then `|r| < N`. Physically, no electron hops as far as the length of the periodic ring that the mesh represents. No symmetry such as $E(-k)=E(k)$ is needed.

The familiar statement about filled bands concerns the integral of $E'$ over the Brillouin zone, which vanishes because $E$ is periodic. The theorem here is about a finite sum of samples, and it is for this sum that the range matters.

In the proof, `Int.le_of_dvd` gives $N\le|r|$ for a nonzero multiple, which contradicts `hrange`. The case $r=0$ is then a simplification.

```lean
/-- A filled band carries no current: if all hoppings have range below `N`, the derivative
`E'(k)` summed over the `N`-point mesh is exactly zero, for every mesh offset. -/
theorem filled_band_no_current (h : ℤ →₀ ℂ) (N : ℕ)
    (hrange : ∀ r, h r ≠ 0 → |r| < (N : ℤ)) (k₀ : ℝ) :
    meshCurrent h N k₀ = 0 := by
  rw [meshCurrent_eq, Finsupp.sum, Finset.sum_eq_zero, mul_zero]
  intro r hr
  have hlt := hrange r (Finsupp.mem_support_iff.mp hr)
  split_ifs with hd
  · -- the only multiple of `N` in range is `r = 0`, where the velocity factor vanishes
    have h0 : r = 0 := by
      by_contra hne
      have hle := Int.le_of_dvd (abs_pos.mpr hne) ((dvd_abs _ _).mpr hd)
      linarith
    simp [h0]
  · simp
```

## (e) The band energy on the same mesh

**Task.** Under the same range condition, evaluate $\sum_{j=0}^{N-1}E(k_j)$.

**Solution.** Exchange the sums and use (a):

$$\sum_{j=0}^{N-1}E(k_j)=\sum_r h_r\sum_{j=0}^{N-1}e^{ik_jr}=N\sum_{r:\,N\mid r}h_r\,e^{ik_0r}=N h_0.$$

Again $r=0$ is the only multiple of $N$ within range, but now there is no factor $r$ to remove it. For $N\ge1$ the mean energy on the mesh is thus the on-site energy $h_0$, whatever the offset.

`Finset.sum_eq_single` isolates the term $r=0$. Its last case covers a band with $h_0=0$, where zero is not in the support and both sides vanish.

```lean
/-- If all hoppings have range below `N`, the band energy summed over the `N`-point mesh is
`N` times the on-site energy `h 0`. -/
theorem filled_band_energy (h : ℤ →₀ ℂ) (N : ℕ)
    (hrange : ∀ r, h r ≠ 0 → |r| < (N : ℤ)) (k₀ : ℝ) :
    ∑ j ∈ Finset.range N, band h (meshPoint N k₀ j) = N * h 0 := by
  simp only [band, Finsupp.sum]
  rw [Finset.sum_comm]
  simp only [← Finset.mul_sum, phase_sum]
  rw [Finset.sum_eq_single (0 : ℤ)]
  · simp [mul_comm]
  · intro r hr hne
    have hlt := hrange r (Finsupp.mem_support_iff.mp hr)
    rw [if_neg, mul_zero]
    intro hd
    have hle := Int.le_of_dvd (abs_pos.mpr hne) ((dvd_abs _ _).mpr hd)
    linarith
  · intro h0
    rw [Finsupp.notMem_support_iff.mp h0, zero_mul]
```

## (f) A band of range $N$ with nonzero current

**Task.** Show that $|r|<N$ in (d) cannot be relaxed to $|r|\le N$ when $N\ge1$.

**Solution.** Choose $h_N=-i/2$ and $h_{-N}=i/2$, with all other hoppings zero. These amplitudes are complex conjugates of each other, as a real band requires.

```lean
/-- The sum of a hopping amplitude `-i/2` at range `N` and a hopping amplitude `i/2` at range `-N`;
the two cancel if `N = 0`. -/
def sineHopping (N : ℕ) : ℤ →₀ ℂ :=
  Finsupp.single (N : ℤ) (-I / 2) + Finsupp.single (-(N : ℤ)) (I / 2)
```

The band is

$$E(k)=-\frac i2e^{iNk}+\frac i2e^{-iNk}=\frac{e^{iNk}-e^{-iNk}}{2i}=\sin(Nk).$$

Its derivative is $N\cos(Nk)$. On the unshifted mesh $Nk_j=2\pi j$, so every point contributes $N$ and the current is $J=N^2$. The mesh samples this band only where its slope is largest.

The range condition is therefore sharp as a bound, though it is not necessary for each individual band: by (c), a longer hopping whose range is not a multiple of $N$ adds nothing to $J$.

The theorem joins the two statements, the form of the band and the value of the current. In its proof, `key` reduces any sum over these hoppings to two terms. The first statement then follows from the exponential form of the sine. The second uses the aliasing formula instead of differentiating the sine:

$$J=N\left[-\frac i2\,(iN)+\frac i2\,(-iN)\right]=N^2,$$

where the last step is $i^2=-1$, supplied by `Complex.I_sq`.

```lean
/-- The hopping amplitudes `sineHopping N` give the real band `sin (N k)`, whose current summed over
the unshifted `N`-point mesh is `N ^ 2`. -/
theorem range_condition_sharp (N : ℕ) :
    (∀ k : ℝ, band (sineHopping N) k = Complex.sin (N * k)) ∧
      meshCurrent (sineHopping N) N 0 = (N : ℂ) ^ 2 := by
  -- any sum over the hoppings has just two terms
  have key : ∀ g : ℤ → ℂ, ((sineHopping N).sum fun r a => a * g r) =
      -I / 2 * g N + I / 2 * g (-(N : ℤ)) := by
    intro g
    rw [sineHopping, Finsupp.sum_add_index', Finsupp.sum_single_index,
      Finsupp.sum_single_index] <;> simp [add_mul]
  constructor
  · intro k
    have hk := key fun r => Complex.exp (I * k * r)
    have e1 : I * (k : ℂ) * ((N : ℤ) : ℂ) = N * k * I := by
      push_cast
      ring
    have e2 : I * (k : ℂ) * ((-(N : ℤ) : ℤ) : ℂ) = -(N * k) * I := by
      push_cast
      ring
    simp only [e1, e2] at hk
    rw [band, hk, Complex.sin]
    ring
  · rw [meshCurrent_eq, key, if_pos (dvd_refl _), if_pos ((dvd_neg).mpr (dvd_refl _))]
    simp only [Complex.ofReal_zero, mul_zero, zero_mul, Complex.exp_zero, mul_one]
    push_cast
    linear_combination (-(N : ℂ) ^ 2) * Complex.I_sq

end

end FilledBandCurrent
```

```lean
#print axioms FilledBandCurrent.filled_band_no_current
-- 'FilledBandCurrent.filled_band_no_current' depends on axioms: [propext, Classical.choice, Quot.sound]
#print axioms FilledBandCurrent.filled_band_energy
-- 'FilledBandCurrent.filled_band_energy' depends on axioms: [propext, Classical.choice, Quot.sound]
#print axioms FilledBandCurrent.range_condition_sharp
-- 'FilledBandCurrent.range_condition_sharp' depends on axioms: [propext, Classical.choice, Quot.sound]
```
